# A Z₂ Gauss-law operator commutes with a product of Pauli Z exactly when they share an even number of edges

To decide which products of Pauli Z respect the Gauss law of a $\mathbb Z_2$ lattice gauge theory, with one qubit on each edge of a graph, we take a state to be a complex function $\psi(s)$ of the bit configuration $s$ of the edges. The Gauss-law operator $G_x$ flips every edge at the vertex $x$. It generates the gauge transformation at $x$, and charge-free states satisfy $G_x\psi=\psi$. An operator that commutes with all $G_x$ preserves this condition, while one that anticommutes with $G_x$ reverses the charge at $x$.

```lean
import Mathlib

open Finset

namespace Z2GaussLaw

noncomputable section
```

For $N$ edges the functions $\psi$ form the usual $2^N$-dimensional state space. Operators are its linear maps, written `Op E` for an edge type `E`. Only operator identities are at stake, so no inner product or normalisation enters.

```lean
/-- Operators on the state space of one qubit per element of `E`; states are complex
functions of the bit configuration. -/
abbrev Op (E : Type*) := Module.End ℂ ((E → Bool) → ℂ)
```

## Pauli operators on single edges

Let $\sigma(0)=1$ and $\sigma(1)=-1$, with `false` for bit 0 and `true` for bit 1. The function is called `spin`, but its values are eigenvalues of Pauli Z, not of $S_z=\pm\tfrac12$.

```lean
/-- The eigenvalue of Pauli Z on a basis bit: `1` for `false` and `-1` for `true`. -/
def spin (b : Bool) : ℂ := if b then -1 else 1
```

Pauli Z on the edge $e$ multiplies by this sign: $(Z_e\psi)(s)=\sigma(s_e)\,\psi(s)$. The two proof fields check linearity.

```lean
/-- Pauli Z on the edge `e`. -/
def pauliZ {E : Type*} (e : E) : Op E where
  toFun ψ := fun s => spin (s e) * ψ s
  map_add' φ ψ := by
    funext s
    exact mul_add (spin (s e)) (φ s) (ψ s)
  map_smul' c ψ := by
    funext s
    exact mul_left_comm (spin (s e)) c (ψ s)
```

Write $s^{(e)}$ for the configuration $s$ with the bit on $e$ flipped.

```lean
variable {E : Type*} [DecidableEq E]

/-- The configuration `s` with the bit on the edge `e` flipped. -/
def flipAt (e : E) (s : E → Bool) : E → Bool := fun f => if f = e then !s f else s f
```

Pauli X evaluates the state at the flipped configuration: $(X_e\psi)(s)=\psi(s^{(e)})$. On a basis state this flips one bit.

```lean
/-- Pauli X on the edge `e`. -/
def pauliX (e : E) : Op E where
  toFun ψ := fun s => ψ (flipAt e s)
  map_add' _ _ := rfl
  map_smul' _ _ := rfl
```

Two flips can be made in either order, and two signs can be multiplied in either order, so
$$X_aX_b=X_bX_a,\qquad Z_aZ_b=Z_bZ_a .$$
The proof compares both sides on an arbitrary $\psi$ and $s$.

```lean
/-- Pauli X operators on any two edges commute, and so do Pauli Z operators. -/
theorem pauli_commute (a b : E) :
    Commute (pauliX a) (pauliX b) ∧ Commute (pauliZ a) (pauliZ b) := by
  constructor
  · refine LinearMap.ext fun ψ => funext fun s => ?_
    change ψ (flipAt b (flipAt a s)) = ψ (flipAt a (flipAt b s))
    congr 1
    funext f
    simp only [flipAt]
    split_ifs <;> rfl
  · refine LinearMap.ext fun ψ => funext fun s => ?_
    change spin (s a) * (spin (s b) * ψ s) = spin (s b) * (spin (s a) * ψ s)
    ring
```

Flipping twice restores the bit, and $\sigma(s_e)^2=1$. Hence $X_e^2=Z_e^2=1$.

```lean
/-- Pauli X and Pauli Z on an edge each square to the identity. -/
theorem pauli_sq (e : E) : pauliX e * pauliX e = 1 ∧ pauliZ e * pauliZ e = 1 := by
  constructor
  · refine LinearMap.ext fun ψ => funext fun s => ?_
    have hs : flipAt e (flipAt e s) = s := by
      funext f
      by_cases h : f = e <;> simp [flipAt, h]
    change ψ (flipAt e (flipAt e s)) = ψ s
    rw [hs]
  · refine LinearMap.ext fun ψ => funext fun s => ?_
    change spin (s e) * (spin (s e) * ψ s) = ψ s
    cases s e <;> simp [spin]
```

For mixed products,
$$(X_eZ_f\psi)(s)=\sigma\big(s^{(e)}_f\big)\,\psi(s^{(e)}),\qquad (Z_fX_e\psi)(s)=\sigma(s_f)\,\psi(s^{(e)}).$$
The flip changes $\sigma(s_f)$ only if $e=f$. Therefore $X_eZ_f=-Z_fX_e$ for $e=f$, and the two commute otherwise. The intermediate statement `key` is this comparison of signs.

```lean
/-- Pauli X and Pauli Z anticommute on the same edge and commute on different edges. -/
theorem pauliX_mul_pauliZ (e f : E) :
    pauliX e * pauliZ f = (if e = f then (-1 : ℂ) else 1) • (pauliZ f * pauliX e) := by
  refine LinearMap.ext fun ψ => funext fun s => ?_
  have key : spin (flipAt e s f) = (if e = f then (-1 : ℂ) else 1) * spin (s f) := by
    by_cases h : e = f
    · subst h
      cases hs : s e <;> simp [flipAt, spin, hs]
    · simp [flipAt, h, Ne.symm h]
  change spin (flipAt e s f) * ψ (flipAt e s) =
    (if e = f then (-1 : ℂ) else 1) * (spin (s f) * ψ (flipAt e s))
  rw [key, mul_assoc]
```

## Counting signs between strings

For a finite edge set $A$ let $X_A=\prod_{e\in A}X_e$. A product over an unordered set needs factors that commute, and `noncommProd` takes the commutation proved above as an argument.

```lean
/-- The product of Pauli X over the edge set `A`. -/
def xProd (A : Finset E) : Op E :=
  A.noncommProd pauliX fun a _ b _ _ => (pauli_commute a b).1
```

Likewise $Z_S=\prod_{e\in S}Z_e$.

```lean
/-- The product of Pauli Z over the edge set `S`. -/
def zProd (S : Finset E) : Op E :=
  S.noncommProd pauliZ fun a _ b _ _ => (pauli_commute a b).2
```

Every factor is its own inverse, so $X_A$ and $Z_A$ are invertible. The proof adds one edge at a time, starting from the empty product $1$.

```lean
/-- Products of Pauli X and products of Pauli Z over an edge set are invertible. -/
theorem isUnit_prod (A : Finset E) : IsUnit (xProd A) ∧ IsUnit (zProd A) := by
  induction A using Finset.induction_on with
  | empty =>
    have hx : xProd (∅ : Finset E) = 1 := Finset.noncommProd_empty _ _
    have hz : zProd (∅ : Finset E) = 1 := Finset.noncommProd_empty _ _
    rw [hx, hz]
    exact ⟨isUnit_one, isUnit_one⟩
  | insert a A ha ih =>
    have hx : xProd (insert a A) = pauliX a * xProd A :=
      Finset.noncommProd_insert_of_notMem _ _ _ _ ha
    have hz : zProd (insert a A) = pauliZ a * zProd A :=
      Finset.noncommProd_insert_of_notMem _ _ _ _ ha
    obtain ⟨h1, h2⟩ := pauli_sq a
    rw [hx, hz]
    exact ⟨IsUnit.mul ⟨⟨_, _, h1, h1⟩, rfl⟩ ih.1, IsUnit.mul ⟨⟨_, _, h2, h2⟩, rfl⟩ ih.2⟩
```

Now move one $X_e$ through $Z_S$. Let $\varepsilon(e,S)=-1$ if $e\in S$ and $1$ otherwise. If the claim $X_eZ_S=\varepsilon(e,S)\,Z_SX_e$ holds for $S$, and $a\notin S$, then
$$X_eZ_aZ_S=\varepsilon(e,\{a\})\,Z_aX_eZ_S=\varepsilon(e,\{a\})\,\varepsilon(e,S)\,Z_aZ_SX_e .$$
At most one of the two signs is $-1$, and their product is $\varepsilon(e,S\cup\{a\})$. The rewriting chain in the `insert` case carries out this line, and the case split on $e=a$ settles the sign.

```lean
/-- Moving one Pauli X through a product of Pauli Z costs a sign exactly when its edge
belongs to the product. -/
theorem pauliX_mul_zProd (e : E) (S : Finset E) :
    pauliX e * zProd S = (if e ∈ S then (-1 : ℂ) else 1) • (zProd S * pauliX e) := by
  induction S using Finset.induction_on with
  | empty =>
    have hz : zProd (∅ : Finset E) = 1 := Finset.noncommProd_empty _ _
    rw [hz]
    simp
  | insert a S ha ih =>
    have hz : zProd (insert a S) = pauliZ a * zProd S :=
      Finset.noncommProd_insert_of_notMem _ _ _ _ ha
    rw [hz, ← mul_assoc, pauliX_mul_pauliZ, smul_mul_assoc, mul_assoc, ih,
      mul_smul_comm, smul_smul, ← mul_assoc (pauliZ a)]
    congr 1
    by_cases h : e = a
    · subst h
      simp [ha]
    · simp [h]
```

The same induction on $A$ moves a whole X string. For $a\notin A$,
$$X_aX_AZ_S=(-1)^{|A\cap S|}X_aZ_SX_A=(-1)^{|A\cap S|}\varepsilon(a,S)\,Z_SX_aX_A ,$$
and the exponent grows by one exactly when $a\in S$. The result is
$$X_AZ_S=(-1)^{|A\cap S|}\,Z_SX_A .$$

```lean
/-- Exchanging an X product over `A` with a Z product over `S` gives one factor `-1`
for each shared edge. -/
theorem xProd_mul_zProd (A S : Finset E) :
    xProd A * zProd S = (-1 : ℂ) ^ (A ∩ S).card • (zProd S * xProd A) := by
  induction A using Finset.induction_on with
  | empty =>
    have hx : xProd (∅ : Finset E) = 1 := Finset.noncommProd_empty _ _
    rw [hx]
    simp
  | insert a A ha ih =>
    have hx : xProd (insert a A) = pauliX a * xProd A :=
      Finset.noncommProd_insert_of_notMem _ _ _ _ ha
    rw [hx, mul_assoc, ih, mul_smul_comm, ← mul_assoc (pauliX a), pauliX_mul_zProd,
      smul_mul_assoc, smul_smul, mul_assoc (zProd S)]
    congr 1
    by_cases h : a ∈ S
    · rw [Finset.insert_inter_of_mem h, Finset.card_insert_of_notMem (by simp [ha]),
        pow_succ, if_pos h]
    · rw [Finset.insert_inter_of_notMem h, if_neg h, mul_one]
```

## The parity rule at a vertex

The edges are now those of a graph, which Lean calls `G`; the Gauss-law operator $G_x$ is `gaussOp G x`. `SimpleGraph` excludes self-loops and double edges, so a periodic $2\times2$ square lattice, whose neighbouring sites are joined twice, does not fit. The edge set must be finite. The star of $x$, written $\mathrm{st}(x)$, contains the edges that end at $x$.

```lean
variable {V : Type*} [DecidableEq V] (G : SimpleGraph V) [Fintype G.edgeSet]

/-- The set of edges that meet at the vertex `x`. -/
def vertexStar (x : V) : Finset G.edgeSet :=
  Finset.univ.filter fun e => x ∈ (e : Sym2 V)
```

The Gauss-law operator is $G_x=X_{\mathrm{st}(x)}$. Some texts exchange the roles of X and Z. At an isolated vertex the product is empty and $G_x=1$.

```lean
/-- The Gauss-law operator at `x`: the product of Pauli X over the edges at `x`. -/
def gaussOp (x : V) : Op G.edgeSet := xProd (vertexStar G x)
```

Put $n=|\mathrm{st}(x)\cap S|$ and $T=Z_SG_x$. The string rule gives $G_xZ_S=(-1)^nT$. For even $n$ the operators commute, and for odd $n$ they anticommute.

The converses require that both cannot happen at once. If $T=-T$, then $T=\tfrac12(T+T)=0$, which is impossible for an invertible operator. The theorem therefore contains two equivalences: commutation with even $n$, and anticommutation with odd $n$. In the proof, `hT` is the statement $T\neq-T$, and the final case split treats the two parities.

```lean
/-- The Gauss-law operator at `x` commutes with the Z product over `S` exactly when `S`
has evenly many edges at `x`, and anticommutes with it exactly when the number is odd. -/
theorem gauss_commute_iff_even (x : V) (S : Finset G.edgeSet) :
    (gaussOp G x * zProd S = zProd S * gaussOp G x ↔ Even (vertexStar G x ∩ S).card) ∧
    (gaussOp G x * zProd S = -(zProd S * gaussOp G x) ↔
      Odd (vertexStar G x ∩ S).card) := by
  have h : gaussOp G x * zProd S =
      (-1 : ℂ) ^ (vertexStar G x ∩ S).card • (zProd S * gaussOp G x) :=
    xProd_mul_zProd _ _
  have hu : IsUnit (zProd S * gaussOp G x) := (isUnit_prod S).2.mul (isUnit_prod _).1
  generalize zProd S * gaussOp G x = T at h hu ⊢
  -- an invertible operator differs from its negative
  have hT : T ≠ -T := fun h' => hu.ne_zero <| by
    calc T = (1 / 2 : ℂ) • (T + T) := by module
      _ = 0 := by rw [add_eq_zero_iff_eq_neg.2 h', smul_zero]
  rcases Nat.even_or_odd (vertexStar G x ∩ S).card with he | ho
  · rw [he.neg_one_pow, one_smul] at h
    rw [h]
    exact ⟨iff_of_true rfl he, iff_of_false hT (Nat.not_odd_iff_even.2 he)⟩
  · rw [ho.neg_one_pow] at h
    rw [h.trans (neg_one_smul ℂ T)]
    exact ⟨iff_of_false hT.symm (Nat.not_even_iff_odd.2 ho), iff_of_true rfl ho⟩
```

A triangle shows the rule in numbers. Let its vertices be 1, 2, 3 and its edges $a=\{1,2\}$, $b=\{2,3\}$, $c=\{3,1\}$, with basis states $|s_as_bs_c\rangle$. Then $G_1=X_aX_c$. For $S=\{a\}$ we have $n=1$, and
$$G_1Z_a|000\rangle=|101\rangle,\qquad Z_aG_1|000\rangle=-|101\rangle .$$
For $S=\{a,b,c\}$ we have $n=2$. Both orders give $|101\rangle$, because the two signs from $a$ and $c$ cancel.

## Wilson lines and their endpoints

For vertices $x,u$ let $\eta_x(u)=-1$ if $x=u$ and $1$ otherwise.

```lean
/-- The sign `-1` if the vertices `x` and `u` coincide, and `1` otherwise. -/
def endSign (x u : V) : ℂ := if x = u then -1 else 1
```

A link $\{u,w\}$ has distinct ends and lies in $\mathrm{st}(x)$ exactly when $x=u$ or $x=w$. The string rule with $S$ equal to this one edge gives
$$G_xZ_{uw}=\eta_x(u)\,\eta_x(w)\,Z_{uw}G_x .$$
The proof checks the three cases $x=u$, $x=w$ and neither.

```lean
/-- Exchanging a Gauss-law operator with Pauli Z on a link gives one sign for each end
of the link at which the operator sits. -/
theorem gauss_mul_link (x : V) {u w : V} (h : G.Adj u w) :
    gaussOp G x * pauliZ ⟨s(u, w), G.mem_edgeSet.2 h⟩ =
      (endSign x u * endSign x w) •
        (pauliZ ⟨s(u, w), G.mem_edgeSet.2 h⟩ * gaussOp G x) := by
  have hm : (⟨s(u, w), G.mem_edgeSet.2 h⟩ : G.edgeSet) ∈ vertexStar G x ↔
      x = u ∨ x = w := by simp [vertexStar]
  generalize (⟨s(u, w), G.mem_edgeSet.2 h⟩ : G.edgeSet) = e at hm ⊢
  have hz : zProd {e} = pauliZ e := Finset.noncommProd_singleton _ _
  have key := xProd_mul_zProd (vertexStar G x) {e}
  rw [hz] at key
  have hc : (-1 : ℂ) ^ (vertexStar G x ∩ {e}).card = endSign x u * endSign x w := by
    by_cases hu : x = u
    · have hw : x ≠ w := fun hw => h.ne (hu.symm.trans hw)
      rw [Finset.inter_singleton_of_mem (hm.2 (Or.inl hu))]
      simp only [endSign, if_pos hu, if_neg hw]
      simp
    · by_cases hw : x = w
      · rw [Finset.inter_singleton_of_mem (hm.2 (Or.inr hw))]
        simp only [endSign, if_neg hu, if_pos hw]
        simp
      · rw [Finset.inter_singleton_of_notMem (fun he => (hm.1 he).elim hu hw)]
        simp only [endSign, if_neg hu, if_neg hw]
        simp
  rw [hc] at key
  exact key
```

A Wilson line $W_p$ multiplies the link operators along a walk $p$. It is $1$ for a walk of no steps, and a first step from $u$ to $w$ followed by a walk $p$ gives $Z_{uw}W_p$. Edges may repeat, and since $Z_e^2=1$ only the parity of the visits to an edge matters. No orientation is needed, because $Z_e$ is its own inverse.

```lean
variable {G}

omit [DecidableEq V] [Fintype G.edgeSet] in
/-- The Wilson line of a walk: the product of Pauli Z over its successive links,
counted with repetition. -/
def wilsonLine : {u v : V} → G.Walk u v → Op G.edgeSet
  | _, _, .nil => 1
  | u, _, @SimpleGraph.Walk.cons _ _ _ w _ h p =>
    pauliZ ⟨s(u, w), G.mem_edgeSet.2 h⟩ * wilsonLine p
```

For a walk of no steps, the claimed sign is $\eta_x(u)^2=1$. If the rule holds for a walk $p$ from $w$ to $v$, then
$$G_xZ_{uw}W_p=\eta_x(u)\,\eta_x(w)\,Z_{uw}G_xW_p=\eta_x(u)\,\eta_x(w)^2\,\eta_x(v)\,Z_{uw}W_pG_x .$$
The interior sign squares to one, leaving $\eta_x(u)\,\eta_x(v)$. Lean's induction follows the recursive definition of the line, and `linear_combination` removes the square.

When $u\neq v$, the line thus anticommutes with $G_u$ and $G_v$ and commutes with the Gauss operators at all other vertices. Applied to a charge-free state, it places a $\mathbb Z_2$ charge at each end. In the triangle, the line $Z_aZ_b$ from 1 to 3 changes sign against $G_1$ and $G_3$, but not against $G_2$.

```lean
/-- Exchanging a Gauss-law operator with a Wilson line gives one sign for each endpoint
of the line at which the operator sits. -/
theorem gauss_mul_wilsonLine (x : V) {u v : V} (p : G.Walk u v) :
    gaussOp G x * wilsonLine p =
      (endSign x u * endSign x v) • (wilsonLine p * gaussOp G x) := by
  induction p with
  | @nil u => by_cases h : x = u <;> simp [wilsonLine, endSign, h]
  | @cons u w v h p ih =>
    rw [wilsonLine, ← mul_assoc, gauss_mul_link G x h, smul_mul_assoc, mul_assoc, ih,
      mul_smul_comm, smul_smul, ← mul_assoc (pauliZ _)]
    congr 1
    -- the two signs at the interior vertex cancel
    have hs : endSign x w * endSign x w = 1 := by
      by_cases hw : x = w <;> simp [endSign, hw]
    linear_combination (endSign x u * endSign x v) * hs
```

For a closed walk $u=v$, so the sign is $\eta_x(u)^2=1$ and the Wilson loop commutes with every $G_x$.

```lean
/-- The Wilson loop of a closed walk commutes with every Gauss-law operator. -/
theorem wilsonLoop_gauge_invariant (x : V) {u : V} (p : G.Walk u u) :
    Commute (gaussOp G x) (wilsonLine p) := by
  have hs : endSign x u * endSign x u = 1 := by
    by_cases hu : x = u <;> simp [endSign, hu]
  have h := gauss_mul_wilsonLine x p
  rw [hs, one_smul] at h
  exact h

end

end Z2GaussLaw
```

```lean
#print axioms Z2GaussLaw.gauss_commute_iff_even
#print axioms Z2GaussLaw.wilsonLoop_gauge_invariant
```

```
'Z2GaussLaw.gauss_commute_iff_even' depends on axioms: [propext, Classical.choice, Quot.sound]
'Z2GaussLaw.wilsonLoop_gauge_invariant' depends on axioms: [propext, Classical.choice, Quot.sound]
```

## Gauge sectors in exact diagonalisation

The theorems concern operators on a finite set of links, without matter fields; a Hamiltonian and the restriction to a charge sector have to be supplied separately. A common choice on the square lattice is
$$H=-K\sum_{P}\prod_{e\in P}Z_e-h\sum_eX_e ,$$
where $P$ runs over the plaquettes, $K$ is the strength of the magnetic term and $h$ that of the electric term. Each plaquette has two edges at each of its corners and none at other vertices, so its term commutes with every $G_x$. The X terms commute with $G_x$ because all X operators commute. Hence $H$ is block diagonal in the signs $G_x=\pm1$, and each block can be diagonalised separately.

On a periodic $3\times3$ lattice there are 18 edges and 9 vertices. Every edge occurs in two Gauss operators, so the product of all nine is $1$. Because the lattice is connected, this is the only relation among them, and eight are independent. The state space, of dimension $2^{18}=262144$, splits into $2^8$ sectors of dimension $2^{10}=1024$, one of which is the charge-free sector. The bit configurations $|s\rangle$ do not themselves lie in these sectors, because $G_x$ flips their bits; a basis of eigenstates of the $X_e$ does.
